# The antisymmetrizer vanishes when there are fewer levels than particles

Take `N` particles with `d` levels each, and describe a state by its complex amplitudes in the product basis, with no normalisation required. The unnormalised antisymmetrizer is the sum of all operators permuting the `N` tensor factors, each weighted with the sign of its permutation. The theorem `antisymmetrizer_eq_zero` says that this is the zero operator whenever `d < N`. The proof fixes a basis configuration `s`, in which two particles must share a level, and observes that exchanging them leaves `s` unchanged but reverses the sign of every term. The sum therefore equals its own negative and is zero, and the last step has to carry this over to the operator.

As first written in Lean, the proof fails:

```lean
import Mathlib

open Equiv

namespace AntisymmetrizerEqZero

/-- States of `N` particles with `d` levels each, given by their amplitudes in the
product basis. -/
abbrev State (N d : ℕ) := (Fin N → Fin d) → ℂ

/-- The operator that permutes the `N` tensor factors according to `σ`. -/
def permOp (d : ℕ) {N : ℕ} (σ : Perm (Fin N)) : Module.End ℂ (State N d) where
  toFun ψ := fun s => ψ (s ∘ σ)
  map_add' _ _ := rfl
  map_smul' _ _ := rfl

/-- The unnormalised antisymmetrizer: the sum of all permutation operators, each weighted
with the sign of its permutation. -/
noncomputable def antisymmetrizer (N d : ℕ) : Module.End ℂ (State N d) :=
  ∑ σ : Perm (Fin N), ((Perm.sign σ : ℤ) : ℂ) • permOp d σ

/-- With fewer levels than particles, the antisymmetrizer vanishes. -/
theorem antisymmetrizer_eq_zero {N d : ℕ} (h : d < N) : antisymmetrizer N d = 0 := by
  refine LinearMap.ext fun ψ => funext fun s => ?_
  -- two particles must share a level
  obtain ⟨i, j, hij, hs⟩ : ∃ i j, i ≠ j ∧ s i = s j :=
    Fintype.exists_ne_map_eq_of_card_lt s (by simpa using h)
  have hsw : s ∘ (swap i j) = s := by
    funext k
    show s (swap i j k) = s k
    rw [Equiv.swap_apply_def]
    split_ifs with h1 h2
    · rw [h1, hs]
    · rw [h2, hs]
    · rfl
  -- exchanging these two particles reverses the sign of every term
  have hneg : ∀ σ : Perm (Fin N),
      ((Perm.sign (swap i j * σ) : ℤ) : ℂ) * ψ (s ∘ (swap i j * σ : Perm (Fin N)))
        = -(((Perm.sign σ : ℤ) : ℂ) * ψ (s ∘ σ)) := by
    intro σ
    have hc : s ∘ (swap i j * σ : Perm (Fin N)) = s ∘ σ := by
      rw [Perm.coe_mul, ← Function.comp_assoc, hsw]
    rw [hc, Perm.sign_mul, Perm.sign_swap hij]
    simp
  have hsum := Equiv.sum_comp (Equiv.mulLeft (swap i j))
    (fun σ : Perm (Fin N) => ((Perm.sign σ : ℤ) : ℂ) * ψ (s ∘ σ))
  simp only [Equiv.coe_mulLeft, hneg, Finset.sum_neg_distrib] at hsum
  have hzero : ∑ σ : Perm (Fin N), ((Perm.sign σ : ℤ) : ℂ) * ψ (s ∘ σ) = 0 := by
    linear_combination -hsum / 2
  simpa only [antisymmetrizer, LinearMap.sum_apply, Finset.sum_apply, LinearMap.smul_apply,
    Pi.smul_apply, smul_eq_mul] using hzero

end AntisymmetrizerEqZero
```

Lean reports:

```
Main.lean:50:2: error: Type mismatch: After simplification, term
  hzero
 has type
  @Eq ℂ (∑ σ, ↑↑(Perm.sign σ) * ψ (s ∘ ⇑σ)) 0
but is expected to have type
  @Eq ℂ (∑ x, ↑↑(Perm.sign x) * (permOp d x) ψ s) (0 ψ s)
```

The change, after which it compiles:

```diff
@@ -48,6 +48,7 @@
   have hzero : ∑ σ : Perm (Fin N), ((Perm.sign σ : ℤ) : ℂ) * ψ (s ∘ σ) = 0 := by
     linear_combination -hsum / 2
-  simpa only [antisymmetrizer, LinearMap.sum_apply, Finset.sum_apply, LinearMap.smul_apply,
-    Pi.smul_apply, smul_eq_mul] using hzero
+  simp only [antisymmetrizer, LinearMap.sum_apply, Finset.sum_apply, LinearMap.smul_apply,
+    Pi.smul_apply, smul_eq_mul]
+  exact hzero
 
 end AntisymmetrizerEqZero
```

What went wrong. The error is in the last step. The sum in `hzero` contains the amplitude `ψ (s ∘ ⇑σ)`, while the simplified goal still has `(permOp d x) ψ s` on the left and `0 ψ s`, the zero operator applied to `ψ` and evaluated at `s`, on the right. None of the lemmas given to `simpa only` evaluates `permOp` or the zero operator.

The two statements are nevertheless equal by definition: `permOp` is defined to send `ψ` to `fun s => ψ (s ∘ σ)`, and the zero operator gives amplitude zero everywhere. But `simpa` compares the simplified statements without unfolding ordinary definitions such as `permOp`, so it reports a mismatch.

The repair splits the step in two. `simp only`, with the same lemmas, brings the goal to the form shown in the message, and `exact hzero` then closes it, because `exact` may unfold these definitions when it compares the types. The argument that the sum is zero was sound and stays as it was.
